# At positive temperature, correlating two non-interacting fragments at fixed marginals raises their free energy

**A.** Take two fragments that do not interact, with finitely many levels $a_i$ and $b_j$, and any joint probability $p(i,j)$ of finding them in levels $i$ and $j$. At inverse temperature $\beta>0$, the free energy of $p$ is at least the sum of the free energies of its two marginals. Equality holds exactly when $p$ is the product of those marginals.

**Q.** Which free energy? Mine is $-\log Z/\beta$, and it has no $p$ in it.

**A.** Here $F$ is defined for any distribution, in equilibrium or not. For energies $E_i$ and probabilities $p_i$,
$$F[p]=\sum_i p_iE_i+\frac1\beta\sum_i p_i\log p_i,\qquad 0\log 0=0.$$
This is $U-TS$ with $\beta=1/k_BT$ and $S=-k_B\sum_i p_i\log p_i$. Your expression is its minimum, and it comes in at the end.

**Q.** Derive the inequality first, without Lean.

**A.** Write $A_i=\sum_j p(i,j)$ and $B_j=\sum_i p(i,j)$ for the marginals. The mean energies agree:
$$\sum_{i,j}p(i,j)(a_i+b_j)=\sum_iA_ia_i+\sum_jB_jb_j.$$
In the same way $\sum_iA_i\log A_i=\sum_{i,j}p(i,j)\log A_i$, and likewise for $B$. If $p(i,j)>0$, then $A_i$ and $B_j$ are positive too, so $\log A_i+\log B_j=\log(A_iB_j)$. Terms with $p(i,j)=0$ contribute nothing. Hence
$$F[p]-F[A]-F[B]=\frac D\beta,\qquad D=\sum_{i,j}p(i,j)\bigl[\log p(i,j)-\log(A_iB_j)\bigr].$$

It remains to show $D\ge0$. For $t>0$ with $t\ne1$ we have $\log t<t-1$. Put $t=y/x$ with $x,y>0$ and multiply by $x$:
$$x-y<x\log x-x\log y\qquad(x\neq y).$$
For $x=0<y$ this reads $-y<0$, and for $x=y$ both sides vanish. Now set $x=p(i,j)$ and $y=A_iB_j$ and sum. The left side gives $1-1=0$, so $D\ge0$. If $p(i,j)\ne A_iB_j$ for even one pair, that term is strict and $D>0$.

**Q.** Give me numbers.

**A.** Let both fragments have levels $0$ and $1$, let $\beta=1$, and let the fragments always be found in the same level, each with probability $1/2$. The joint mean energy is $\tfrac12\cdot0+\tfrac12\cdot2=1$, so $F=1-\log2\approx0.307$. Each marginal is $(\tfrac12,\tfrac12)$ with $F=\tfrac12-\log2\approx-0.193$, and the two sum to $-0.386$. The difference is $\log2\approx0.693$.

**Q.** And if $\beta$ may be negative?

**A.** The same distribution at $\beta=-1$ has the difference $-\log2$, so the inequality is false if negative $\beta$ is admitted.

**Q.** Now the formal side. What is a fragment in Lean?

**A.** A finite index type with a real function on it: `ι` for the first fragment, `κ` for the second. An index labels a state, so a degenerate level in the textbook sense has to be listed once per state. `IsProb` says that the weights are nonnegative and sum to one, and `freeEnergy` is the $F$ above.

```lean
import Mathlib

namespace ThermalSizeConsistency

noncomputable section

variable {ι κ : Type*} [Fintype ι] [Fintype κ]

/-- A probability distribution on finitely many levels: nonnegative weights with sum one. -/
def IsProb (p : ι → ℝ) : Prop := (∀ i, 0 ≤ p i) ∧ ∑ i, p i = 1

/-- The free energy of a distribution `p` over levels `E` at inverse temperature `β ≠ 0`:
mean energy plus `(∑ p log p) / β`, with `0 log 0 = 0`. -/
def freeEnergy (β : ℝ) (E p : ι → ℝ) : ℝ :=
  ∑ i, p i * E i + (∑ i, p i * Real.log (p i)) / β
```

**Q.** Where is the absence of interaction?

**A.** In `jointLevels`, which adds the energies. A joint distribution is a function on pairs `x`, with `x.1` and `x.2` as the two level indices. `margA` and `margB` are my $A$ and $B$, and `prodDist` multiplies one distribution per fragment.

```lean
/-- The levels of two non-interacting fragments taken together: energies add. -/
def jointLevels (a : ι → ℝ) (b : κ → ℝ) : ι × κ → ℝ := fun x => a x.1 + b x.2

/-- The marginal distribution of the first fragment. -/
def margA (p : ι × κ → ℝ) : ι → ℝ := fun i => ∑ j, p (i, j)

/-- The marginal distribution of the second fragment. -/
def margB (p : ι × κ → ℝ) : κ → ℝ := fun j => ∑ i, p (i, j)

/-- The uncorrelated joint distribution built from one distribution per fragment. -/
def prodDist (q : ι → ℝ) (r : κ → ℝ) : ι × κ → ℝ := fun x => q x.1 * r x.2
```

**Q.** Real fragments are quantum systems, and they are never perfectly isolated.

**A.** The step you have to supply is that the spectrum of the real pair is the list $a_i+b_j$. That means a negligible interaction and a fixed electron number on each fragment. The states considered are probabilities over product energy eigenstates, so coherences between these states, and with them entanglement, are left out. Infinite spectra are too.

**Q.** What else is defined?

**A.** The relative entropy, of which $D$ is a case, and the equilibrium quantities $Z=\sum_i e^{-\beta E_i}$, the Boltzmann distribution and $-\log Z/\beta$. If $q_i=0<p_i$, the textbook relative entropy is infinite while Lean's formula returns a finite number, so the theorem on `relEntropy` assumes that $p$ vanishes wherever $q$ does.

```lean
/-- The relative entropy of `p` to `q`, for distributions with `p i = 0` wherever `q i = 0`. -/
def relEntropy (p q : ι → ℝ) : ℝ :=
  ∑ i, (p i * Real.log (p i) - p i * Real.log (q i))

/-- The canonical partition function `Z = ∑ exp (-β E)`. -/
def partitionFn (β : ℝ) (E : ι → ℝ) : ℝ := ∑ i, Real.exp (-β * E i)

/-- The Boltzmann distribution `exp (-β E) / Z` on a nonempty set of levels. -/
def boltzmann (β : ℝ) (E : ι → ℝ) : ι → ℝ :=
  fun i => Real.exp (-β * E i) / partitionFn β E

/-- The equilibrium free energy `-(log Z) / β`, for `β ≠ 0` and a nonempty set of levels. -/
def eqFreeEnergy (β : ℝ) (E : ι → ℝ) : ℝ := -Real.log (partitionFn β E) / β
```

**Q.** Show me the scalar inequality.

**A.** The proof splits on whether $x$ is zero. For $x>0$ it applies `Real.log_lt_sub_one_of_pos` to $y/x$, multiplies by $x$ and rearranges, as I did above.

```lean
/-- For distinct nonnegative weights `x`, `y`, with `x = 0` if `y = 0`, the entropy term
`x log x - x log y` strictly exceeds `x - y`. -/
theorem entropy_term_lt {x y : ℝ} (hx : 0 ≤ x) (hy : 0 ≤ y) (h : y = 0 → x = 0)
    (hne : x ≠ y) : x - y < x * Real.log x - x * Real.log y := by
  rcases hx.eq_or_lt with h0 | hx0
  · have hy0 : 0 < y := lt_of_le_of_ne hy (fun e => hne (h0.symm.trans e))
    rw [← h0]
    simpa using hy0
  · have hy0 : 0 < y := lt_of_le_of_ne hy (fun e => hx0.ne' (h e.symm))
    -- the tangent line of the logarithm, taken at the ratio y / x
    have h1 := Real.log_lt_sub_one_of_pos (div_pos hy0 hx0)
      (fun e => hne ((div_eq_one_iff_eq hx0.ne').1 e).symm)
    rw [Real.log_div hy0.ne' hx0.ne'] at h1
    have h2 := mul_lt_mul_of_pos_left h1 hx0
    have h3 : x * (y / x - 1) = y - x := by
      rw [mul_sub, mul_div_cancel₀ _ hx0.ne', mul_one]
    rw [h3, mul_sub] at h2
    linarith
```

Summing gives Gibbs' inequality. `hle` is the termwise bound, and `hsum` says that the left sides add to zero. For the equality case, `Finset.sum_lt_sum` needs one index where $p$ and $q$ differ, and `Function.ne_iff` supplies it.

```lean
/-- Gibbs' inequality: for probability distributions `p` and `q` such that `p` vanishes wherever `q`
does, the relative entropy of `p` to `q` is nonnegative, and zero if and only if `p = q`. -/
theorem gibbs_inequality {p q : ι → ℝ} (hp : IsProb p) (hq : IsProb q)
    (h : ∀ i, q i = 0 → p i = 0) :
    0 ≤ relEntropy p q ∧ (relEntropy p q = 0 ↔ p = q) := by
  have hle : ∀ i, p i - q i ≤ p i * Real.log (p i) - p i * Real.log (q i) := by
    intro i
    by_cases e : p i = q i
    · rw [e]; simp
    · exact (entropy_term_lt (hp.1 i) (hq.1 i) (h i) e).le
  have hsum : ∑ i, (p i - q i) = 0 := by
    rw [Finset.sum_sub_distrib, hp.2, hq.2, sub_self]
  refine ⟨?_, ?_, ?_⟩
  · have h1 := Finset.sum_le_sum (fun i (_ : i ∈ Finset.univ) => hle i)
    rw [hsum] at h1
    exact h1
  · intro h0
    by_contra hne
    obtain ⟨i, hi⟩ := Function.ne_iff.1 hne
    -- a single differing weight makes the sum strictly positive
    have h1 := Finset.sum_lt_sum (fun i (_ : i ∈ Finset.univ) => hle i)
      ⟨i, Finset.mem_univ i, entropy_term_lt (hp.1 i) (hq.1 i) (h i) hi⟩
    rw [hsum] at h1
    exact h1.ne' h0
  · intro e
    rw [e]
    simp [relEntropy]
```

**Q.** And the passage to marginals?

**A.** It takes three lemmas. The first says that the joint average of a one-fragment quantity needs only that fragment's marginal; the sum over pairs is written as a double sum in whichever order suits. The second bounds $p(i,j)$ by each of its marginals, so neither can vanish where $p$ does not. The third checks that $A_iB_j$ is a probability.

```lean
/-- The joint average of a quantity of one fragment is its average over that fragment's
marginal. -/
theorem marginal_average (p : ι × κ → ℝ) (f : ι → ℝ) (g : κ → ℝ) :
    ∑ x, p x * f x.1 = ∑ i, margA p i * f i ∧
      ∑ x, p x * g x.2 = ∑ j, margB p j * g j := by
  constructor
  · rw [Fintype.sum_prod_type]
    simp only [margA, Finset.sum_mul]
  · rw [Fintype.sum_prod_type_right]
    simp only [margB, Finset.sum_mul]

/-- Where a joint probability is nonzero, both of its marginals are nonzero. -/
theorem marginals_ne_zero {p : ι × κ → ℝ} (hp : IsProb p) {x : ι × κ} (hx : p x ≠ 0) :
    margA p x.1 ≠ 0 ∧ margB p x.2 ≠ 0 := by
  have h0 : 0 < p x := lt_of_le_of_ne (hp.1 x) hx.symm
  have hA : p x ≤ margA p x.1 :=
    Finset.single_le_sum (f := fun j => p (x.1, j)) (fun j _ => hp.1 _) (Finset.mem_univ x.2)
  have hB : p x ≤ margB p x.2 :=
    Finset.single_le_sum (f := fun i => p (i, x.2)) (fun i _ => hp.1 _) (Finset.mem_univ x.1)
  exact ⟨(h0.trans_le hA).ne', (h0.trans_le hB).ne'⟩

/-- The product of the marginals of a joint probability is again a joint probability. -/
theorem isProb_prod_marginals {p : ι × κ → ℝ} (hp : IsProb p) :
    IsProb (prodDist (margA p) (margB p)) := by
  have hA : ∑ i, margA p i = 1 := by
    rw [← hp.2, Fintype.sum_prod_type]; rfl
  have hB : ∑ j, margB p j = 1 := by
    rw [← hp.2, Fintype.sum_prod_type_right]; rfl
  refine ⟨fun x => mul_nonneg (Finset.sum_nonneg fun j _ => hp.1 _)
    (Finset.sum_nonneg fun i _ => hp.1 _), ?_⟩
  rw [Fintype.sum_prod_type]
  simp only [prodDist, ← Finset.mul_sum, hB, mul_one, hA]
```

The identity $F[p]-F[A]-F[B]=D/\beta$ comes next. `hE` handles the energies. `hS` handles the logarithms, with a case split on `p x = 0` so that `Real.log_mul` is used only for nonzero factors.

```lean
/-- For non-interacting fragments with joint probability `p`, the free energy of `p` minus the sum
of the free energies of its marginals is the relative entropy of `p` to the product of its
marginals, divided by `β`. -/
theorem freeEnergy_gap (β : ℝ) (a : ι → ℝ) (b : κ → ℝ) {p : ι × κ → ℝ} (hp : IsProb p) :
    freeEnergy β (jointLevels a b) p
        - (freeEnergy β a (margA p) + freeEnergy β b (margB p))
      = relEntropy p (prodDist (margA p) (margB p)) / β := by
  -- the mean energies cancel
  have hE : ∑ x, p x * jointLevels a b x
      = ∑ i, margA p i * a i + ∑ j, margB p j * b j := by
    rw [← (marginal_average p a b).1, ← (marginal_average p a b).2, ← Finset.sum_add_distrib]
    exact Finset.sum_congr rfl fun x _ => by simp only [jointLevels]; ring
  -- the average of the logarithm of the product splits into one sum for each marginal
  have hS : relEntropy p (prodDist (margA p) (margB p))
      = ∑ x, p x * Real.log (p x) - (∑ i, margA p i * Real.log (margA p i)
        + ∑ j, margB p j * Real.log (margB p j)) := by
    obtain ⟨h1, h2⟩ := marginal_average p (fun i => Real.log (margA p i))
      (fun j => Real.log (margB p j))
    rw [← h1, ← h2, ← Finset.sum_add_distrib, ← Finset.sum_sub_distrib]
    unfold relEntropy
    refine Finset.sum_congr rfl fun x _ => ?_
    by_cases hx : p x = 0
    · simp [hx]
    · obtain ⟨hA, hB⟩ := marginals_ne_zero hp hx
      simp only [prodDist]
      rw [Real.log_mul hA hB]
      ring
  simp only [freeEnergy]
  rw [hE, hS]
  ring
```

**Q.** So the main theorem is division by a positive number?

**A.** Yes, once Gibbs' inequality is applied to $p$ and the product of its marginals. In words: given `0 < β`, arbitrary real levels `a` and `b`, and `IsProb p`, the fragment sum is at most the joint free energy, and the two are equal if and only if `p = prodDist (margA p) (margB p)`. Nothing requires $p$ or its marginals to be thermal.

```lean
/-- For non-interacting fragments at `β > 0`, the free energy of a joint probability is at least
the sum of the free energies of its marginals, with equality if and only if it is their
product. -/
theorem freeEnergy_superadditive {β : ℝ} (hβ : 0 < β) (a : ι → ℝ) (b : κ → ℝ)
    {p : ι × κ → ℝ} (hp : IsProb p) :
    freeEnergy β a (margA p) + freeEnergy β b (margB p) ≤ freeEnergy β (jointLevels a b) p ∧
      (freeEnergy β (jointLevels a b) p = freeEnergy β a (margA p) + freeEnergy β b (margB p)
        ↔ p = prodDist (margA p) (margB p)) := by
  obtain ⟨h0, h1⟩ := gibbs_inequality hp (isProb_prod_marginals hp) (fun x hx => by
    by_contra hne
    exact mul_ne_zero (marginals_ne_zero hp hne).1 (marginals_ne_zero hp hne).2 hx)
  have gap := freeEnergy_gap β a b hp
  refine ⟨by linarith [div_nonneg h0 hβ.le], Iff.trans ⟨fun h => ?_, fun h => ?_⟩ h1⟩
  · rw [h, sub_self] at gap
    exact (div_eq_zero_iff.1 gap.symm).resolve_right hβ.ne'
  · rw [h, zero_div] at gap
    linarith
```

**Q.** Then this isn't size consistency yet. In your example the product of the marginals reaches $-0.386$, but equilibrium lies lower.

**A.** It does: $-2\log(1+e^{-1})\approx-0.627$. To get there, compare $p$ with the Boltzmann distribution $w_i=e^{-\beta E_i}/Z$. Since $\log w_i=-\beta E_i-\log Z$, the relative entropy of $p$ to $w$ is
$$\sum_ip_i\log p_i+\beta\sum_ip_iE_i+\log Z,$$
and dividing by $\beta$ gives $F[p]+\log Z/\beta$. By Gibbs' inequality this is nonnegative, and it is zero only for $p=w$.

The first lemma below establishes that $Z>0$ and that $w$ is a probability; it needs at least one level. In the second, `hS` is the displayed expression and `gap` is its division by $\beta$.

```lean
/-- On a nonempty set of levels the partition function is positive and the Boltzmann weights
form a probability distribution. -/
theorem isProb_boltzmann [Nonempty ι] (β : ℝ) (E : ι → ℝ) :
    0 < partitionFn β E ∧ IsProb (boltzmann β E) := by
  have hZ : 0 < partitionFn β E :=
    Finset.sum_pos (fun i _ => Real.exp_pos _) Finset.univ_nonempty
  refine ⟨hZ, fun i => div_nonneg (Real.exp_pos _).le hZ.le, ?_⟩
  simp only [boltzmann]
  rw [← Finset.sum_div]
  exact div_self hZ.ne'

/-- Gibbs variational principle: at `β > 0` the free energy of any distribution is at least
`-(log Z) / β`, with equality if and only if it is the Boltzmann distribution. -/
theorem gibbs_variational [Nonempty ι] {β : ℝ} (hβ : 0 < β) (E : ι → ℝ) {p : ι → ℝ}
    (hp : IsProb p) :
    eqFreeEnergy β E ≤ freeEnergy β E p ∧
      (freeEnergy β E p = eqFreeEnergy β E ↔ p = boltzmann β E) := by
  obtain ⟨hZ, hq⟩ := isProb_boltzmann β E
  obtain ⟨h0, h1⟩ := gibbs_inequality hp hq
    (fun i hi => absurd hi (div_pos (Real.exp_pos _) hZ).ne')
  have hS : relEntropy p (boltzmann β E) = ∑ i, p i * Real.log (p i)
      + β * ∑ i, p i * E i + Real.log (partitionFn β E) := by
    have hL : Real.log (partitionFn β E) = ∑ i, p i * Real.log (partitionFn β E) := by
      rw [← Finset.sum_mul, hp.2, one_mul]
    rw [hL, Finset.mul_sum, ← Finset.sum_add_distrib, ← Finset.sum_add_distrib]
    unfold relEntropy
    refine Finset.sum_congr rfl fun i _ => ?_
    simp only [boltzmann]
    rw [Real.log_div (Real.exp_pos _).ne' hZ.ne', Real.log_exp]
    ring
  -- the excess free energy is a relative entropy divided by β
  have gap : freeEnergy β E p = eqFreeEnergy β E + relEntropy p (boltzmann β E) / β := by
    simp only [freeEnergy, eqFreeEnergy]
    rw [hS, add_div, add_div, mul_div_cancel_left₀ _ hβ.ne']
    ring
  refine ⟨by linarith [div_nonneg h0 hβ.le], Iff.trans ⟨fun h => ?_, fun h => ?_⟩ h1⟩
  · have h2 : relEntropy p (boltzmann β E) / β = 0 := by linarith
    exact (div_eq_zero_iff.1 h2).resolve_right hβ.ne'
  · rw [gap, h, zero_div, add_zero]
```

**Q.** And for the pair?

**A.** The exponentials factorise:
$$Z_{AB}=\sum_{i,j}e^{-\beta(a_i+b_j)}=Z_AZ_B,$$
where $Z_A$, $Z_B$ and $Z_{AB}$ belong to the fragments and the pair. So $-\log Z_{AB}/\beta$ is the sum of the fragments' equilibrium free energies. The last theorem uses `IsLeast`: this sum is a value of the joint free energy at some probability, and no joint probability, correlated or not, gives a lower one. The proof obtains the factorisation in `hZ`, turns it into a sum in `hF`, and applies the variational principle to the joint levels.

```lean
/-- Thermal size consistency: at `β > 0` the least free energy of two non-interacting fragments,
each with at least one level, over all joint probabilities, is the sum of their equilibrium free
energies. -/
theorem thermal_size_consistency [Nonempty ι] [Nonempty κ] {β : ℝ} (hβ : 0 < β)
    (a : ι → ℝ) (b : κ → ℝ) :
    IsLeast (freeEnergy β (jointLevels a b) '' {p | IsProb p})
      (eqFreeEnergy β a + eqFreeEnergy β b) := by
  -- the partition function factorises
  have hZ : partitionFn β (jointLevels a b) = partitionFn β a * partitionFn β b := by
    simp only [partitionFn, jointLevels]
    rw [Fintype.sum_prod_type, Fintype.sum_mul_sum]
    refine Finset.sum_congr rfl fun i _ => Finset.sum_congr rfl fun j _ => ?_
    rw [← Real.exp_add, mul_add]
  have hF : eqFreeEnergy β a + eqFreeEnergy β b = eqFreeEnergy β (jointLevels a b) := by
    simp only [eqFreeEnergy]
    rw [hZ, Real.log_mul (isProb_boltzmann β a).1.ne' (isProb_boltzmann β b).1.ne']
    ring
  rw [hF]
  have hq := (isProb_boltzmann β (jointLevels a b)).2
  refine ⟨⟨boltzmann β (jointLevels a b), hq, (gibbs_variational hβ _ hq).2.2 rfl⟩, ?_⟩
  rintro _ ⟨p, hp, rfl⟩
  exact (gibbs_variational hβ _ hp).1

end

end ThermalSizeConsistency
```

```lean
#print axioms ThermalSizeConsistency.freeEnergy_superadditive
#print axioms ThermalSizeConsistency.thermal_size_consistency
```

```
'ThermalSizeConsistency.freeEnergy_superadditive' depends on axioms: [propext, Classical.choice, Quot.sound]
'ThermalSizeConsistency.thermal_size_consistency' depends on axioms: [propext, Classical.choice, Quot.sound]
```

**Q.** What does that give someone computing free energies?

**A.** A reference value for finite-temperature electronic structure: for two non-interacting fragments with finite level lists and a fixed electron number on each, the canonical free energy of the pair must equal the sum of the separate ones, provided that $Z_{AB}$ runs over all pairs of the listed states and over no others. A sum restricted to singlets of the pair, for example, can leave some of them out. Under that condition, an approximate method that misses this sum, when each term is computed by the same method, has a size-consistency error. If only the total electron number is fixed, any charge-transfer states included in $Z_{AB}$ put even the exact free energy below the sum.
